# LSD exchange leaves the same fraction of the Hartree energy uncancelled for every spherical Gaussian one-electron density

## Does the width of the Gaussian matter?

Suppose I test the local-spin-density (LSD) approximation on one electron with a spherical Gaussian density, and exchange fails to cancel the Hartree energy. From a single width I can't tell whether the mismatch belongs to the functional or to the width I happened to choose. I believe that the magnitudes of both energies grow as the square root of the Gaussian exponent a, so that their ratio is a pure number. Can this be made rigorous, starting from the real double Coulomb integral, and checked by machine?

## The width cancels from the ratio

Yes. The Lean file below proves both energies, their ratio, and a lower bound on the mismatch. The density is

n(r) = (a/π)^(3/2) exp(−a|r|²), a > 0.

### Both energies from Gaussian integrals

For b > 0, the integral of exp(−b|r|²) over space is (π/b)^(3/2). With b = a this gives ∫ n(r) dr = 1, one electron.

Let u be the separation of two points drawn independently from n. Its density is P(u) = ∫ n(r) n(r+u) dr. Completing the square,

|r|² + |r+u|² = 2|r + u/2|² + |u|²/2,

and shifting r by u/2 gives

P(u) = (a/π)³ (π/(2a))^(3/2) exp(−a|u|²/2) = (a/(2π))^(3/2) exp(−a|u|²/2).

In the Hartree energy, substitute r' = r + u and exchange the order of integration:

E_H = ½ ∫∫ n(r) n(r')/|r−r'| dr' dr = ½ ∫ P(u)/|u| du.

In polar coordinates, with s = |u|,

∫ exp(−b|u|²)/|u| du = 4π ∫₀^∞ s exp(−bs²) ds = 2π/b.

With b = a/2 this is 4π/a, so

E_H = ½ (a/(2π))^(3/2) · 4π/a = √(a/(2π)).

For exchange, n^(4/3) = (a/π)² exp(−4a|r|²/3), hence

∫ n^(4/3) dr = (a/π)² (3π/(4a))^(3/2) = √(a/π) (3/4)^(3/2).

The fully spin-polarised LSD exchange energy is E_x = −(3/4)(6/π)^(1/3) ∫ n^(4/3) dr. Dividing, √(a/π) cancels:

E_H/E_x = −1/(√2 (3/4)^(5/2) (6/π)^(1/3)) ≈ −1.17.

A bound without decimals follows from (6/π)^(1/3) < 5/4, (3/4)^(3/2) < 13/20 and √2 < 10/7:

1.1 |E_x|/E_H < (11/10)(3/4)(5/4)(13/20)(10/7) < 1.

For a single electron, exact exchange would equal −E_H. In this exchange-only model with a Gaussian density, the remainder E_H + E_x, about 14.5% of E_H, is therefore a self-interaction error, the kind of term that orbital-by-orbital self-interaction corrections subtract.

### The energies as Lean functionals

`Space` is three-dimensional Euclidean space, and `gaussian a` is n. The functionals `pairDensity`, `hartree` and `lsdExchange` are defined for any real function on that space. In particular, `hartree` is the double integral itself, not a formula in a. `pairDensity` is P, the separation density of two independent points; it is not the quantum-mechanical pair density, which vanishes for one electron. Energies are in hartree and a is in inverse square bohr.

The only hypothesis of the energy theorems is `0 < a`. `hartree_gaussian` and `integral_gaussian_four_thirds` state the two closed forms. `hartree_div_lsdExchange` gives the ratio, whose right-hand side doesn't contain a; it is negative because exchange is. `hartree_exceeds_lsdExchange` says that E_H is more than 1.1 times |E_x|.

The exchange prefactor is put in by definition. It stands for the exchange energy density of a uniform, fully polarised electron gas, applied locally. Correlation is absent, and the Gaussian is a prescribed density, not the ground state of an atom. The identity between exact exchange and −E_H serves to interpret the numbers and is not among the theorems.

```lean
import Mathlib

open MeasureTheory Real

noncomputable section

namespace GaussianSelfInteraction

/-- Three-dimensional Euclidean space. -/
abbrev Space := EuclideanSpace ℝ (Fin 3)

/-- The Gaussian one-electron density `(a/π)^(3/2) exp(-a r²)`. -/
def gaussian (a : ℝ) (r : Space) : ℝ :=
  (a / π) ^ (3 / 2 : ℝ) * Real.exp (-a * ‖r‖ ^ 2)

/-- The density of the separation `u` between two independent points, each distributed as `n`. -/
def pairDensity (n : Space → ℝ) (u : Space) : ℝ := ∫ r, n r * n (r + u)

/-- The Hartree energy of a density, in atomic units. -/
def hartree (n : Space → ℝ) : ℝ := 1 / 2 * ∫ r, ∫ r', n r * n r' / ‖r - r'‖

/-- The local-spin-density exchange energy of a fully spin-polarised density, in atomic units. -/
def lsdExchange (n : Space → ℝ) : ℝ :=
  -(3 / 4) * (6 / π) ^ (1 / 3 : ℝ) * ∫ r, n r ^ (4 / 3 : ℝ)

/-- The integral of a Gaussian over three-dimensional space. -/
theorem integral_gauss {b : ℝ} (hb : 0 < b) :
    ∫ r : Space, Real.exp (-b * ‖r‖ ^ 2) = (π / b) ^ (3 / 2 : ℝ) := by
  have h := GaussianFourier.integral_rexp_neg_mul_sq_norm (V := Space) hb
  rw [h, finrank_euclideanSpace_fin]
  norm_num

/-- The Gaussian density contains exactly one electron. -/
theorem gaussian_normalised {a : ℝ} (ha : 0 < a) : ∫ r, gaussian a r = 1 := by
  unfold gaussian
  rw [integral_const_mul, integral_gauss ha, ← Real.mul_rpow (by positivity) (by positivity)]
  have h : a / π * (π / a) = 1 := by field_simp
  rw [h, Real.one_rpow]

/-- The Coulomb potential at the centre of an unnormalised Gaussian charge cloud. -/
theorem integral_gauss_div_norm {b : ℝ} (hb : 0 < b) :
    ∫ u : Space, Real.exp (-b * ‖u‖ ^ 2) / ‖u‖ = 2 * π / b := by
  have hv : (volume : Measure Space).real (Metric.ball 0 1) = π * 4 / 3 := by
    rw [Measure.real, EuclideanSpace.volume_ball_fin_three, ENNReal.ofReal_one, one_pow,
      one_mul, ENNReal.toReal_ofReal (by positivity)]
  -- the radial integral left over after the angular integration
  have hr : ∫ y in Set.Ioi (0 : ℝ), y ^ (3 - 1) • (Real.exp (-b * y ^ 2) / y)
      = 1 / (2 * b) := by
    have h := integral_rpow_mul_exp_neg_mul_rpow (p := 2) (q := 1) (b := b)
      (by norm_num) (by norm_num) hb
    have e1 : -((1 : ℝ) + 1) / 2 = -1 := by norm_num
    have e2 : ((1 : ℝ) + 1) / 2 = 1 := by norm_num
    simp only [e1, e2, Real.rpow_one, Real.rpow_two, Real.Gamma_one, Real.rpow_neg_one] at h
    have hc : ∫ y in Set.Ioi (0 : ℝ), y ^ (3 - 1) • (Real.exp (-b * y ^ 2) / y)
        = ∫ y in Set.Ioi (0 : ℝ), y * Real.exp (-b * y ^ 2) := by
      refine setIntegral_congr_fun measurableSet_Ioi fun y hy => ?_
      have hy0 : y ≠ 0 := ne_of_gt hy
      simp only [smul_eq_mul]
      field_simp
    rw [hc, h]
    field_simp
  have h := integral_fun_norm_addHaar (volume : Measure Space)
    (fun t : ℝ => Real.exp (-b * t ^ 2) / t)
  rw [finrank_euclideanSpace_fin, hv] at h
  beta_reduce at h
  rw [h, hr]
  simp only [nsmul_eq_mul, smul_eq_mul]
  push_cast
  ring

/-- Completing the square for two points with separation `u`. -/
theorem complete_square (r u : Space) :
    ‖r‖ ^ 2 + ‖r + u‖ ^ 2 = 2 * ‖r + (1 / 2 : ℝ) • u‖ ^ 2 + ‖u‖ ^ 2 / 2 := by
  rw [norm_add_sq_real, norm_add_sq_real, inner_smul_right, norm_smul,
    Real.norm_of_nonneg (by norm_num : (0 : ℝ) ≤ 1 / 2)]
  ring

/-- For the Gaussian, the density of the separation vector `u` is `(a/(2π))^(3/2) exp(-a |u|²/2)`.
-/
theorem pairDensity_gaussian {a : ℝ} (ha : 0 < a) (u : Space) :
    pairDensity (gaussian a) u
      = (a / (2 * π)) ^ (3 / 2 : ℝ) * Real.exp (-(a / 2) * ‖u‖ ^ 2) := by
  have h : ∀ r, gaussian a r * gaussian a (r + u)
      = ((a / π) ^ (3 / 2 : ℝ) * (a / π) ^ (3 / 2 : ℝ) * Real.exp (-(a / 2) * ‖u‖ ^ 2))
        * Real.exp (-(2 * a) * ‖r + (1 / 2 : ℝ) • u‖ ^ 2) := by
    intro r
    have e : Real.exp (-a * ‖r‖ ^ 2) * Real.exp (-a * ‖r + u‖ ^ 2)
        = Real.exp (-(a / 2) * ‖u‖ ^ 2)
          * Real.exp (-(2 * a) * ‖r + (1 / 2 : ℝ) • u‖ ^ 2) := by
      rw [← Real.exp_add, ← Real.exp_add]
      congr 1
      linear_combination (-a) * complete_square r u
    unfold gaussian
    linear_combination ((a / π) ^ (3 / 2 : ℝ) * (a / π) ^ (3 / 2 : ℝ)) * e
  have t : ∫ r : Space, Real.exp (-(2 * a) * ‖r + (1 / 2 : ℝ) • u‖ ^ 2)
      = ∫ r : Space, Real.exp (-(2 * a) * ‖r‖ ^ 2) :=
    integral_add_right_eq_self (fun r : Space => Real.exp (-(2 * a) * ‖r‖ ^ 2)) _
  have k : (a / π) ^ (3 / 2 : ℝ) * (a / π) ^ (3 / 2 : ℝ) * (π / (2 * a)) ^ (3 / 2 : ℝ)
      = (a / (2 * π)) ^ (3 / 2 : ℝ) := by
    rw [← Real.mul_rpow (by positivity) (by positivity),
      ← Real.mul_rpow (by positivity) (by positivity)]
    congr 1
    field_simp
  unfold pairDensity
  simp_rw [h]
  rw [integral_const_mul, t, integral_gauss (by positivity)]
  linear_combination Real.exp (-(a / 2) * ‖u‖ ^ 2) * k

/-- The Hartree energy of the Gaussian is half the mean inverse pair distance. -/
theorem hartree_eq_pairDensity {a : ℝ} (ha : 0 < a) :
    hartree (gaussian a) = 1 / 2 * ∫ u, pairDensity (gaussian a) u / ‖u‖ := by
  have hg : Integrable (fun r : Space => Real.exp (-(a / 2) * ‖r‖ ^ 2)) := by
    by_contra hn
    have h := integral_gauss (half_pos ha)
    rw [integral_undef hn] at h
    have : 0 < (π / (a / 2)) ^ (3 / 2 : ℝ) := by positivity
    linarith
  have hc : Integrable (fun u : Space => Real.exp (-(a / 4) * ‖u‖ ^ 2) / ‖u‖) := by
    by_contra hn
    have h := integral_gauss_div_norm (b := a / 4) (by positivity)
    rw [integral_undef hn] at h
    have : 0 < 2 * π / (a / 4) := by positivity
    linarith
  -- a product bound makes the double integral absolutely convergent
  have hI : Integrable (fun p : Space × Space =>
      gaussian a p.1 * gaussian a (p.1 + p.2) / ‖p.2‖) (volume.prod volume) := by
    refine ((hg.mul_prod hc).const_mul (((a / π) ^ (3 / 2 : ℝ)) ^ 2)).mono'
      (Measurable.aestronglyMeasurable (by unfold gaussian; fun_prop))
      (ae_of_all _ fun p => ?_)
    have e : Real.exp (-a * ‖p.1‖ ^ 2) * Real.exp (-a * ‖p.1 + p.2‖ ^ 2)
        ≤ Real.exp (-(a / 2) * ‖p.1‖ ^ 2) * Real.exp (-(a / 4) * ‖p.2‖ ^ 2) := by
      rw [← Real.exp_add, ← Real.exp_add, Real.exp_le_exp]
      have q : 0 ≤ ‖p.1‖ ^ 2 + ‖p.1 + p.2‖ ^ 2 - ‖p.2‖ ^ 2 / 2 := by
        rw [complete_square]
        nlinarith [sq_nonneg ‖p.1 + (1 / 2 : ℝ) • p.2‖]
      nlinarith [mul_nonneg ha.le q, mul_nonneg ha.le (sq_nonneg ‖p.1 + p.2‖)]
    rw [Real.norm_of_nonneg (by unfold gaussian; positivity)]
    calc gaussian a p.1 * gaussian a (p.1 + p.2) / ‖p.2‖
        = ((a / π) ^ (3 / 2 : ℝ)) ^ 2 * (Real.exp (-a * ‖p.1‖ ^ 2)
            * Real.exp (-a * ‖p.1 + p.2‖ ^ 2)) / ‖p.2‖ := by unfold gaussian; ring
      _ ≤ ((a / π) ^ (3 / 2 : ℝ)) ^ 2 * (Real.exp (-(a / 2) * ‖p.1‖ ^ 2)
            * Real.exp (-(a / 4) * ‖p.2‖ ^ 2)) / ‖p.2‖ := by gcongr
      _ = ((a / π) ^ (3 / 2 : ℝ)) ^ 2 * (Real.exp (-(a / 2) * ‖p.1‖ ^ 2)
            * (Real.exp (-(a / 4) * ‖p.2‖ ^ 2) / ‖p.2‖)) := by ring
  -- pass from the second position to the separation
  have ht : ∀ r : Space, ∫ r', gaussian a r * gaussian a r' / ‖r - r'‖
      = ∫ u, gaussian a r * gaussian a (r + u) / ‖u‖ := by
    intro r
    rw [← integral_add_left_eq_self (fun r' => gaussian a r * gaussian a r' / ‖r - r'‖) r]
    simp only [sub_add_cancel_left, norm_neg]
  have hs := integral_integral_swap
    (f := fun r u : Space => gaussian a r * gaussian a (r + u) / ‖u‖) hI
  unfold hartree pairDensity
  simp_rw [ht]
  rw [hs]
  simp_rw [integral_div]

/-- The Hartree energy of the Gaussian density is `√(a/(2π))`. -/
theorem hartree_gaussian {a : ℝ} (ha : 0 < a) :
    hartree (gaussian a) = √(a / (2 * π)) := by
  have hy : 0 < a / (2 * π) := by positivity
  have h3 : (a / (2 * π)) ^ (3 / 2 : ℝ) = a / (2 * π) * √(a / (2 * π)) := by
    rw [show (3 / 2 : ℝ) = 1 + 1 / 2 by norm_num, Real.rpow_add hy, Real.rpow_one,
      Real.sqrt_eq_rpow]
  rw [hartree_eq_pairDensity ha]
  simp_rw [pairDensity_gaussian ha, mul_div_assoc]
  rw [integral_const_mul]
  have h := integral_gauss_div_norm (half_pos ha)
  rw [h, ← mul_div_assoc, h3]
  generalize √(a / (2 * π)) = s
  field_simp

/-- The space integral of `n^(4/3)` for the Gaussian density is `√(a/π) (3/4)^(3/2)`. -/
theorem integral_gaussian_four_thirds {a : ℝ} (ha : 0 < a) :
    ∫ r, gaussian a r ^ (4 / 3 : ℝ) = √(a / π) * (3 / 4) ^ (3 / 2 : ℝ) := by
  have hx : 0 < a / π := by positivity
  have h : ∀ r, gaussian a r ^ (4 / 3 : ℝ)
      = (a / π) ^ (2 : ℝ) * Real.exp (-(4 * a / 3) * ‖r‖ ^ 2) := by
    intro r
    unfold gaussian
    rw [Real.mul_rpow (by positivity) (by positivity), ← Real.rpow_mul hx.le, ← Real.exp_mul]
    congr 2 <;> ring
  simp_rw [h]
  rw [integral_const_mul, integral_gauss (by positivity)]
  have e : π / (4 * a / 3) = 3 / 4 * (a / π)⁻¹ := by field_simp
  have k : (a / π) ^ (2 : ℝ) = √(a / π) * (a / π) ^ (3 / 2 : ℝ) := by
    rw [Real.sqrt_eq_rpow, ← Real.rpow_add hx]
    norm_num
  have hp : (a / π) ^ (3 / 2 : ℝ) ≠ 0 := (Real.rpow_pos_of_pos hx _).ne'
  rw [e, Real.mul_rpow (by norm_num) (by positivity), Real.inv_rpow hx.le, k]
  calc _ = √(a / π) * (3 / 4) ^ (3 / 2 : ℝ)
        * ((a / π) ^ (3 / 2 : ℝ) * ((a / π) ^ (3 / 2 : ℝ))⁻¹) := by ring
    _ = _ := by rw [mul_inv_cancel₀ hp, mul_one]

/-- The ratio of Hartree to LSD exchange energy is the same number for every Gaussian width. -/
theorem hartree_div_lsdExchange {a : ℝ} (ha : 0 < a) :
    hartree (gaussian a) / lsdExchange (gaussian a)
      = -1 / (√2 * (3 / 4) ^ (5 / 2 : ℝ) * (6 / π) ^ (1 / 3 : ℝ)) := by
  have hs : √(a / (2 * π)) = √(a / π) / √2 := by
    rw [← Real.sqrt_div (by positivity : 0 ≤ a / π)]
    congr 1
    field_simp
  have h5 : (3 / 4 : ℝ) ^ (5 / 2 : ℝ) = 3 / 4 * (3 / 4) ^ (3 / 2 : ℝ) := by
    rw [show (5 / 2 : ℝ) = 1 + 3 / 2 by norm_num, Real.rpow_add (by norm_num), Real.rpow_one]
  -- both energies carry the same factor √(a/π), which cancels
  have key : ∀ s t c q : ℝ, 0 < s → 0 < t → 0 < c → 0 < q →
      s / t / (-(3 / 4) * c * (s * q)) = -1 / (t * (3 / 4 * q) * c) := by
    intro s t c q h1 h2 h3 h4
    field_simp
  unfold lsdExchange
  rw [hartree_gaussian ha, integral_gaussian_four_thirds ha, hs, h5]
  exact key _ _ _ _ (by positivity) (by positivity) (by positivity) (by positivity)

/-- For every Gaussian width the Hartree energy exceeds the magnitude of the LSD exchange
energy by more than ten per cent. -/
theorem hartree_exceeds_lsdExchange {a : ℝ} (ha : 0 < a) :
    11 / 10 * (-lsdExchange (gaussian a)) < hartree (gaussian a) := by
  have hs : √(a / (2 * π)) = √(a / π) / √2 := by
    rw [← Real.sqrt_div (by positivity : 0 ≤ a / π)]
    congr 1
    field_simp
  have hc : (6 / π) ^ (1 / 3 : ℝ) < 5 / 4 := by
    refine lt_of_pow_lt_pow_left₀ 3 (by norm_num) ?_
    have e : ((6 / π) ^ (1 / 3 : ℝ)) ^ 3 = 6 / π := by
      rw [← Real.rpow_natCast, ← Real.rpow_mul (by positivity)]
      norm_num
    rw [e, div_lt_iff₀ Real.pi_pos]
    linarith [Real.pi_gt_d2]
  have hq : (3 / 4 : ℝ) ^ (3 / 2 : ℝ) < 13 / 20 := by
    refine lt_of_pow_lt_pow_left₀ 2 (by norm_num) ?_
    have e : ((3 / 4 : ℝ) ^ (3 / 2 : ℝ)) ^ 2 = (3 / 4) ^ (3 : ℝ) := by
      rw [← Real.rpow_natCast, ← Real.rpow_mul (by norm_num)]
      norm_num
    rw [e, show (3 : ℝ) = ((3 : ℕ) : ℝ) by norm_num, Real.rpow_natCast]
    norm_num
  have ht : √2 < 10 / 7 := by
    rw [Real.sqrt_lt' (by norm_num)]
    norm_num
  have h1 := mul_lt_mul'' hc hq (by positivity) (by positivity)
  have h2 := mul_lt_mul'' h1 ht (by positivity) (by positivity)
  have hp : 0 < √(a / π) := by positivity
  unfold lsdExchange
  rw [hartree_gaussian ha, integral_gaussian_four_thirds ha, hs, lt_div_iff₀ (by positivity)]
  nlinarith [mul_lt_mul_of_pos_left h2 hp]

end GaussianSelfInteraction
```

```lean
#print axioms GaussianSelfInteraction.gaussian_normalised
#print axioms GaussianSelfInteraction.hartree_div_lsdExchange
#print axioms GaussianSelfInteraction.hartree_exceeds_lsdExchange
```

```
'GaussianSelfInteraction.gaussian_normalised' depends on axioms: [propext, Classical.choice, Quot.sound]
'GaussianSelfInteraction.hartree_div_lsdExchange' depends on axioms: [propext, Classical.choice, Quot.sound]
'GaussianSelfInteraction.hartree_exceeds_lsdExchange' depends on axioms: [propext, Classical.choice, Quot.sound]
```

### From pair distances to the ratio

`integral_gauss` specialises Mathlib's Gaussian integral to dimension three, and `gaussian_normalised` multiplies the prefactors to one. `integral_gauss_div_norm` is the polar-coordinate step: `integral_fun_norm_addHaar` turns the space integral into three times the unit-ball volume, which is 4π, times the radial integral `hr`.

`complete_square` expands the norms. `pairDensity_gaussian` uses it to rewrite the integrand (`h`), removes the shift by translation invariance (`t`) and collects the prefactors (`k`).

`hartree_eq_pairDensity` carries the analytic weight, because the lemma that exchanges the integrals, `integral_integral_swap`, asks for absolute convergence. The identity behind the completed square gives |r|² + |r+u|² ≥ |u|²/2. Spending half of the exponent on this bound and keeping |r|² from the other half yields

n(r) n(r+u)/|u| ≤ (a/π)³ exp(−a|r|²/2) · exp(−a|u|²/4)/|u|.

The right side is a product of two integrable functions, `hg` and `hc`. Their integrability is read off from their known integrals: Mathlib assigns the value zero to the integral of a non-integrable function, and these values are positive. The bound gives `hI`, the substitution r' = r + u is `ht`, and Fubini's theorem is `hs`.

`hartree_gaussian` then inserts the pair density and the Coulomb integral with b = a/2, splitting the power 3/2 into 1 + 1/2 so that the square root appears. `integral_gaussian_four_thirds` takes the power 4/3 pointwise (`h`), integrates the resulting Gaussian, and cancels the powers of a/π.

In `hartree_div_lsdExchange`, `hs` extracts √(a/π) from the Hartree energy, and `key` cancels it against the same factor in the exchange energy. In `hartree_exceeds_lsdExchange`, `hc`, `hq` and `ht` are the three numerical bounds. The first two are proved by cubing and squaring, with π > 3.14 as input to the first. Multiplying them and restoring the positive factor √(a/π) gives the inequality for every width.
